# For w > 0, the golden-ratio chain with window [−w, w] has points more than 1/(2w) apart and is mapped into itself by τ

Take $\tau = (1+\sqrt5)/2$, $\tau' = (1-\sqrt5)/2$ and $w > 0$, and keep the numbers $a + b\tau$ with integers $a, b$ and $|a + b\tau'| \le w$. Distinct points of this set are at least $1/(2w)$ apart, and multiplying the whole set by $\tau$ gives points that already belong to it. I know this chain as a one-dimensional model of a quasicrystal, but I have only seen these two properties stated or read off a picture. Could someone derive them step by step and give a proof that Lean accepts? I would also like to know whether the gaps stay bounded and whether the chain really has no period.

## A non-zero integer keeps the points apart

All four statements hold for every $w > 0$, and the separation is strict: distinct points are more than $1/(2w)$ apart, so the bound is never attained.

The pair $(a,b)$ is a site of a square lattice. The number $a + b\tau$ is its position along the chain, and $a + b\tau'$ is its coordinate in the perpendicular, internal direction, both up to scale. The constant $w$ is the half-width of the acceptance window in that direction. For $x = a + b\tau$ write $x^* = a + b\tau'$.

**The integer.** Since $\tau + \tau' = 1$ and $\tau\tau' = -1$, for integers $m, n$

$$(m + n\tau)(m + n\tau') = m^2 + mn - n^2 .$$

Suppose this is zero. If $n \neq 0$, one of the factors vanishes, which gives $\sqrt5 = \mp(2m+n)/n$, a rational number. This is impossible, so $n = 0$ and then $m = 0$. In every other case the product is a non-zero integer, and its modulus is at least 1. In particular $a$ and $b$ are fixed by $x$, so $x^*$ is well defined.

**Separation.** Let $x = a + b\tau$ and $y = c + d\tau$ be distinct points of the chain. Then $|x-y|\,|x^*-y^*| \ge 1$, and $|x^*-y^*| \le 2w$ because both conjugates lie in the window.

- If $|x^*-y^*| < 2w$, then $1 < 2w|x-y|$.
- If $|x^*-y^*| = 2w$, the conjugates sit at opposite edges, so $x^* + y^* = 0$. Hence $c = -a$, $d = -b$ and $y = -x$. From $1 \le |x||x^*| \le w|x|$ we get $2w|x-y| = 4w|x| \ge 4$.

**Inflation.** With $\tau^2 = \tau + 1$,

$$\tau(a + b\tau) = b + (a+b)\tau, \qquad \tau^{-1}(c + d\tau) = (d-c) + c\tau ,$$

so integer coordinates survive in both directions. The conjugate of $\tau x$ is $\tau' x^*$, and $|\tau'| = 1/\tau$. Therefore $\tau x$ lies in the chain of window $w$ exactly when $x$ lies in the chain of window $\tau w$. Because $\tau w \ge w$, every point of the original chain qualifies.

**Bounded gaps.** First let $w \ge 1/2$. Write a position as $t = u\sqrt5$, let $b$ be an integer nearest to $u$ and $a$ an integer nearest to $b\tau'$, and take $x = -a + b\tau$. Then $|x^*| \le 1/2 \le w$. Since $x = x^* + b\sqrt5$,

$$|x - t| \le |x^*| + |b-u|\sqrt5 \le \tfrac12 + \tfrac{\sqrt5}{2} = \tau .$$

For smaller $w$, choose $k$ with $\tau^k w \ge 1/2$. The chain of window $w$ is $\tau$ times the chain of window $\tau w$, so $k$ inflations turn the distance $\tau$ into $\tau^{k+1}$.

**No period.** The chain contains 0. If a translation by $p \neq 0$ mapped it into itself, all multiples $np$ with $n = 0, 1, 2, \dots$ would belong to it. Their conjugates are $np^*$ with $p^* \neq 0$, and these leave the window once $n > w/|p^*|$.

### The Lean file

```lean
import Mathlib

open Real

namespace GoldenChain

noncomputable section

/-- The golden ratio, `(1 + √5) / 2`. -/
def tau : ℝ := (1 + √5) / 2

/-- The algebraic conjugate of the golden ratio, `(1 - √5) / 2`. -/
def tauConj : ℝ := (1 - √5) / 2

/-- The cut-and-project chain: points `a + b tau` with integers `a`, `b` whose conjugate
coordinate `a + b tauConj` lies in the window `[-w, w]`. -/
def chain (w : ℝ) : Set ℝ :=
  {x | ∃ a b : ℤ, x = a + b * tau ∧ |(a : ℝ) + b * tauConj| ≤ w}

/-- The golden ratio and its conjugate have sum `1` and product `-1`. -/
theorem tau_relations : tau + tauConj = 1 ∧ tau * tauConj = -1 := by
  have h : √5 * √5 = (5 : ℝ) := Real.mul_self_sqrt (by norm_num)
  unfold tau tauConj
  constructor
  · ring
  · linear_combination (-1 / 4 : ℝ) * h

/-- The golden ratio exceeds one. -/
theorem one_lt_tau : 1 < tau := by
  have h : (1 : ℝ) < √5 := (Real.lt_sqrt (by norm_num)).2 (by norm_num)
  unfold tau
  linarith

/-- If the product of `m + n tau` and its conjugate vanishes for integers `m`, `n`,
then both integers are zero. -/
theorem eq_zero_of_norm (m n : ℤ)
    (h : ((m : ℝ) + n * tau) * ((m : ℝ) + n * tauConj) = 0) : m = 0 ∧ n = 0 := by
  have h5 : Irrational (√5) := by
    have h := Nat.Prime.irrational_sqrt (show Nat.Prime 5 by norm_num)
    exact_mod_cast h
  have hn : n = 0 := by
    by_contra hn
    have hn' : (n : ℝ) ≠ 0 := by exact_mod_cast hn
    -- either factor being zero would make √5 rational
    rcases mul_eq_zero.mp h with k | k
    · refine h5 ⟨-(2 * (m : ℚ) + n) / n, ?_⟩
      push_cast
      rw [div_eq_iff hn']
      unfold tau at k
      linear_combination -2 * k
    · refine h5 ⟨(2 * (m : ℚ) + n) / n, ?_⟩
      push_cast
      rw [div_eq_iff hn']
      unfold tauConj at k
      linear_combination 2 * k
  subst hn
  exact ⟨by simpa using h, rfl⟩

/-- For integers `m`, `n`, a non-zero number `m + n tau` and its conjugate have moduli
whose product is at least one. -/
theorem one_le_norm (m n : ℤ) (h : (m : ℝ) + n * tau ≠ 0) :
    1 ≤ |(m : ℝ) + n * tau| * |(m : ℝ) + n * tauConj| := by
  obtain ⟨hs, hp⟩ := tau_relations
  -- the product is an integer
  have e : ((m : ℝ) + n * tau) * ((m : ℝ) + n * tauConj)
      = ((m ^ 2 + m * n - n ^ 2 : ℤ) : ℝ) := by
    push_cast
    linear_combination (m : ℝ) * n * hs + (n : ℝ) ^ 2 * hp
  have hne : m ^ 2 + m * n - n ^ 2 ≠ 0 := by
    intro h0
    rw [h0, Int.cast_zero] at e
    obtain ⟨h1, h2⟩ := eq_zero_of_norm m n e
    exact h (by simp [h1, h2])
  rw [← abs_mul, e]
  exact_mod_cast Int.one_le_abs hne

/-- Two distinct points of the chain have a distance whose product with the window
length `2w` is greater than one. -/
theorem separation {w x y : ℝ} (hx : x ∈ chain w) (hy : y ∈ chain w) (hxy : x ≠ y) :
    1 < 2 * w * |x - y| := by
  obtain ⟨a, b, rfl, ha⟩ := hx
  obtain ⟨c, d, rfl, hc⟩ := hy
  have ha' := abs_le.mp ha
  have hc' := abs_le.mp hc
  rcases lt_or_ge |((a : ℝ) + b * tauConj) - (c + d * tauConj)| (2 * w) with hE | hE
  · -- the conjugate distance is shorter than the window
    have e1 : ((a : ℝ) + b * tau) - (c + d * tau)
        = ((a - c : ℤ) : ℝ) + ((b - d : ℤ) : ℝ) * tau := by push_cast; ring
    have e2 : ((a : ℝ) + b * tauConj) - (c + d * tauConj)
        = ((a - c : ℤ) : ℝ) + ((b - d : ℤ) : ℝ) * tauConj := by push_cast; ring
    have hD := sub_ne_zero.mpr hxy
    have hpos := abs_pos.mpr hD
    have h1 := one_le_norm (a - c) (b - d) (by rw [← e1]; exact hD)
    rw [← e1, ← e2] at h1
    have h2 := mul_lt_mul_of_pos_left hE hpos
    linarith
  · -- the conjugates sit at opposite window edges, so the points are opposite
    have h0 : ((a : ℝ) + b * tauConj) + (c + d * tauConj) = 0 := by
      rcases le_abs.mp hE with h | h <;> linarith [ha'.1, ha'.2, hc'.1, hc'.2]
    have h0' : ((a + c : ℤ) : ℝ) + ((b + d : ℤ) : ℝ) * tauConj = 0 := by
      push_cast
      linear_combination h0
    obtain ⟨e1, e2⟩ := eq_zero_of_norm (a + c) (b + d) (by rw [h0', mul_zero])
    obtain rfl : c = -a := by omega
    obtain rfl : d = -b := by omega
    have hne : (a : ℝ) + b * tau ≠ 0 := by
      intro hz
      apply hxy
      push_cast
      linear_combination 2 * hz
    have h1 := one_le_norm a b hne
    have h2 := mul_le_mul_of_nonneg_left ha (abs_nonneg ((a : ℝ) + b * tau))
    have e : ((a : ℝ) + b * tau) - (((-a : ℤ) : ℝ) + ((-b : ℤ) : ℝ) * tau)
        = 2 * ((a : ℝ) + b * tau) := by push_cast; ring
    rw [e, abs_mul, abs_two]
    linarith

/-- Inflation rule: `tau x` belongs to the chain of window `w` exactly when `x` belongs to the chain
whose window parameter is `w` multiplied by `tau`. -/
theorem inflation (w x : ℝ) : tau * x ∈ chain w ↔ x ∈ chain (tau * w) := by
  obtain ⟨hs, hp⟩ := tau_relations
  have hpos : 0 < tau := by linarith [one_lt_tau]
  have hq : tau * tau - tau - 1 = 0 := by linear_combination tau * hs - hp
  constructor
  · rintro ⟨c, d, hx, hw⟩
    refine ⟨d - c, c, ?_, ?_⟩
    · apply mul_left_cancel₀ hpos.ne'
      push_cast
      linear_combination hx - (c : ℝ) * hq
    · have e : ((d - c : ℤ) : ℝ) + c * tauConj = -(tau * (c + d * tauConj)) := by
        push_cast
        linear_combination (c : ℝ) * hs + (d : ℝ) * hp
      rw [e, abs_neg, abs_mul, abs_of_pos hpos]
      exact mul_le_mul_of_nonneg_left hw hpos.le
  · rintro ⟨a, b, hx, hw⟩
    refine ⟨b, a + b, ?_, ?_⟩
    · push_cast
      linear_combination tau * hx + (b : ℝ) * hq
    · have e : (a : ℝ) + b * tauConj = -(tau * (b + ((a + b : ℤ) : ℝ) * tauConj)) := by
        push_cast
        linear_combination (b : ℝ) * hs + ((a : ℝ) + b) * hp
      rw [e, abs_neg, abs_mul, abs_of_pos hpos] at hw
      exact le_of_mul_le_mul_left hw hpos

/-- If `tau ^ k * w` is at least one half, every position on the line has a point of the
chain within distance `tau ^ (k + 1)`. -/
theorem covering (k : ℕ) : ∀ w : ℝ, 1 / 2 ≤ tau ^ k * w →
    ∀ t : ℝ, ∃ x ∈ chain w, |x - t| ≤ tau ^ (k + 1) := by
  have hpos : 0 < tau := by linarith [one_lt_tau]
  induction k with
  | zero =>
    intro w hw t
    have h5 : 0 < √(5 : ℝ) := Real.sqrt_pos.mpr (by norm_num)
    obtain ⟨u, rfl⟩ : ∃ u, t = u * √5 := ⟨t / √5, (div_mul_cancel₀ t h5.ne').symm⟩
    -- round the position, then round the conjugate coordinate into the window
    obtain ⟨b, hb⟩ : ∃ b : ℤ, |u - b| ≤ 1 / 2 := ⟨round u, abs_sub_round u⟩
    obtain ⟨a, ha⟩ : ∃ a : ℤ, |(b : ℝ) * tauConj - a| ≤ 1 / 2 :=
      ⟨round ((b : ℝ) * tauConj), abs_sub_round _⟩
    have ha' := abs_le.mp ha
    have hb' := abs_le.mp hb
    have h1 := mul_le_mul_of_nonneg_right hb'.1 h5.le
    have h2 := mul_le_mul_of_nonneg_right hb'.2 h5.le
    rw [pow_zero, one_mul] at hw
    refine ⟨((-a : ℤ) : ℝ) + b * tau, ⟨-a, b, rfl, ?_⟩, ?_⟩
    · push_cast
      rw [abs_le]
      constructor <;> linarith [ha'.1, ha'.2]
    · obtain ⟨h3, h4⟩ := ha'
      unfold tauConj at h3 h4
      rw [zero_add, pow_one]
      unfold tau
      push_cast
      rw [abs_le]
      constructor <;> linarith
  | succ k ih =>
    intro w hw t
    obtain ⟨y, hy, hd⟩ := ih (tau * w) (by rw [← mul_assoc, ← pow_succ]; exact hw) (t / tau)
    refine ⟨tau * y, (inflation w y).2 hy, ?_⟩
    have e : tau * y - t = tau * (y - t / tau) := by
      rw [mul_sub, mul_div_cancel₀ t hpos.ne']
    rw [e, abs_mul, abs_of_pos hpos, pow_succ' tau (k + 1)]
    exact mul_le_mul_of_nonneg_left hd hpos.le

/-- For `w > 0`, distinct points of the chain are more than `1 / (2w)` apart, multiplication by
`tau` maps the chain into itself, and there is one distance `R` such that every position on the line
has a point of the chain within `R`. -/
theorem chain_delone_selfSimilar (w : ℝ) (hw : 0 < w) :
    (∀ x ∈ chain w, ∀ y ∈ chain w, x ≠ y → 1 / (2 * w) < |x - y|) ∧
    (∀ x ∈ chain w, tau * x ∈ chain w) ∧
    ∃ R : ℝ, ∀ t : ℝ, ∃ x ∈ chain w, |x - t| ≤ R := by
  refine ⟨fun x hx y hy hxy => ?_, fun x hx => ?_, ?_⟩
  · rw [div_lt_iff₀ (by positivity)]
    linarith [separation hx hy hxy]
  · obtain ⟨a, b, hab, h⟩ := hx
    exact (inflation w x).2 ⟨a, b, hab, h.trans (by nlinarith [one_lt_tau])⟩
  · obtain ⟨k, hk⟩ := pow_unbounded_of_one_lt (1 / (2 * w)) one_lt_tau
    rw [div_lt_iff₀ (by positivity)] at hk
    exact ⟨tau ^ (k + 1), covering k w (by linarith)⟩

/-- For `w ≥ 0`, no non-zero translation maps the chain into itself. -/
theorem chain_aperiodic (w p : ℝ) (hw : 0 ≤ w) (hp : p ≠ 0) :
    ¬ ∀ x ∈ chain w, x + p ∈ chain w := by
  intro h
  -- all multiples of a period would be points of the chain
  have hn : ∀ n : ℕ, (n : ℝ) * p ∈ chain w := by
    intro n
    induction n with
    | zero => exact ⟨0, 0, by simp, by simpa using hw⟩
    | succ n ih =>
      have e : ((n + 1 : ℕ) : ℝ) * p = n * p + p := by push_cast; ring
      rw [e]
      exact h _ ih
  obtain ⟨a, b, hab, _⟩ := hn 1
  rw [Nat.cast_one, one_mul] at hab
  have hc : (a : ℝ) + b * tauConj ≠ 0 := by
    intro h0
    obtain ⟨h1, h2⟩ := eq_zero_of_norm a b (by rw [h0, mul_zero])
    exact hp (by rw [hab, h1, h2]; simp)
  -- but their conjugates eventually leave the window
  obtain ⟨n, hN⟩ := exists_nat_gt (w / |(a : ℝ) + b * tauConj|)
  rw [div_lt_iff₀ (abs_pos.mpr hc)] at hN
  obtain ⟨c, d, hcd, hle⟩ := hn n
  have h0 : ((c - n * a : ℤ) : ℝ) + ((d - n * b : ℤ) : ℝ) * tau = 0 := by
    push_cast
    linear_combination (n : ℝ) * hab - hcd
  obtain ⟨e1, e2⟩ := eq_zero_of_norm (c - n * a) (d - n * b) (by rw [h0, zero_mul])
  have e1' : (c : ℝ) = n * a := by exact_mod_cast sub_eq_zero.mp e1
  have e2' : (d : ℝ) = n * b := by exact_mod_cast sub_eq_zero.mp e2
  have e : (c : ℝ) + d * tauConj = n * (a + b * tauConj) := by rw [e1', e2']; ring
  rw [e, abs_mul, Nat.abs_cast] at hle
  linarith

end

end GoldenChain
```

```lean
#print axioms GoldenChain.chain_delone_selfSimilar
#print axioms GoldenChain.chain_aperiodic
```

```
'GoldenChain.chain_delone_selfSimilar' depends on axioms: [propext, Classical.choice, Quot.sound]
'GoldenChain.chain_aperiodic' depends on axioms: [propext, Classical.choice, Quot.sound]
```

### What the theorems say about the chain

`chain w` is a set of real numbers. Membership of `x` means that there are integers `a` and `b` with `x = a + b * tau` and internal coordinate `a + b * tauConj` in the closed window $[-w, w]$, centred at zero. Lengths are measured in the unit in which the step $(a,b) \to (a+1,b)$ has length 1.

`chain_delone_selfSimilar` assumes only `0 < w` and has three parts:

1. Distinct points satisfy `1 / (2 * w) < |x - y|`.
2. If `x` is in the chain, so is `tau * x`. This is an inclusion; the exact rule, with its change of window, is `inflation`.
3. There is one `R` that serves all positions `t`: some point of the chain lies within `R` of each. `R` may depend on `w`.

Parts 1 and 3 together say that the chain is a Delone set.

`chain_aperiodic` assumes `0 ≤ w` and `p ≠ 0`, and denies that translation by `p` maps the chain even into itself, which is stronger than denying that it maps the chain onto itself.

The model is an ideal, infinite set of points on a line. Shifted or half-open windows, the list of gap lengths and the diffraction pattern are not treated. For a non-interacting tight-binding model with its sites at these ideal points, the result gives a positive lower bound on the distance between sites and a finite upper bound on the gaps, though not their exact values, and it means that any periodic approximant must differ from the chain somewhere.

The condition $w > 0$ is needed for the bounded gaps. At $w = 0$ the chain is the single point 0, and for any $R \ge 0$ the position $t = R + 1$ has no point within $R$. For $w < 0$ the chain is empty, and every translation maps it into itself, so aperiodicity fails too.

### How the lemmas carry the argument

`tau_relations` supplies the sum and product of $\tau$ and $\tau'$. Most later identities are closed by `linear_combination`, which checks that an equation is a stated combination of known ones.

`eq_zero_of_norm` is the irrationality step: `mul_eq_zero` splits the vanishing product into its two factors, and each yields an explicit fraction equal to $\sqrt5$. `one_le_norm` identifies the product with the integer $m^2 + mn - n^2$ and applies `Int.one_le_abs`.

`separation` divides the cases with `lt_or_ge`, according to whether the conjugate distance is below $2w$. In the edge case, `eq_zero_of_norm` is applied to the sums $a + c$ and $b + d$, and `omega` turns the result into $c = -a$ and $d = -b$. The conclusion is stated as a product, `1 < 2 * w * |x - y|`, and the main theorem divides by $2w$.

`inflation` proves its two directions by giving the integer pairs $(d-c,\,c)$ and $(b,\,a+b)$ found above. For the window condition, it writes the conjugate of $x$ as $-\tau$ times that of $\tau x$ and compares moduli.

`covering` is an induction on `k`. The base case does the two roundings with `round`. The window is quantified inside the statement, so the induction hypothesis can be used for `tau * w` at the position `t / tau`; multiplying the point found there by $\tau$ completes the step. The main theorem gets a suitable `k` from `pow_unbounded_of_one_lt`, since powers of $\tau > 1$ exceed any bound.

`chain_aperiodic` first shows by induction that every `n * p` is in the chain. It then takes an `n` beyond $w/|p^*|$ from `exists_nat_gt`. The integers `c` and `d` that membership provides for `n * p` must equal $na$ and $nb$, where $p = a + b\tau$, again by `eq_zero_of_norm`, so the conjugate is $np^*$ and lies outside the window, a contradiction.
